# The three-point difference on a logarithmic grid lowers the centrifugal exponent below \(l+1/2\)

An electron in a central potential has a radial function \(u(r)\) that varies rapidly near the nucleus and slowly far from it. A grid with equal steps in \(x=\ln r\) places its points accordingly. In atomic units the radial equation is

\[
u''(r)=\left[\frac{l(l+1)}{r^2}+2\bigl(V(r)-E\bigr)\right]u(r),
\]

where \(l\) is the angular momentum, \(V\) the potential and \(E\) the energy. Substituting \(r=e^x\) and \(u=r^{1/2}\varphi\) removes the first derivative that the change of variable would otherwise produce, and gives

\[
\frac{d^2\varphi}{dx^2}=\left[\left(l+\tfrac12\right)^2+2r^2(V-E)\right]\varphi .
\]

For a Coulomb potential the last term vanishes as \(r\to0\). What remains is \(\varphi''=(l+1/2)^2\varphi\), with solutions \(r^{l+1/2}\) and \(r^{-(l+1/2)}\), which correspond to \(u=r^{l+1}\) and \(u=r^{-l}\). On a grid the second derivative becomes a finite difference, and the question is which power of \(r\) solves the difference equation.

## The exponent derived by hand

Let \(h>0\) be the logarithmic step, \(r_j=e^{jh}\) the grid points for all integers \(j\), and \(\kappa=l+1/2\). The discrete equation is

\[
\frac{\varphi_{j+1}-2\varphi_j+\varphi_{j-1}}{h^2}=\kappa^2\varphi_j .
\]

The claim is that exactly one real \(s>0\) makes \(\varphi_j=r_j^s\) a solution, and that \(s<\kappa\).

Since \(r_{j\pm1}^s=e^{\pm sh}r_j^s\), the second difference of the power is

\[
\left(e^{sh}-2+e^{-sh}\right)r_j^s
=\left(e^{sh/2}-e^{-sh/2}\right)^2r_j^s
=4\sinh^2\!\left(\tfrac{sh}{2}\right)r_j^s .
\]

The factor \(r_j^s\) is positive and cancels, so the equation holds at every \(j\) exactly when \(4\sinh^2(sh/2)=h^2\kappa^2\). For \(s>0\) both \(\sinh(sh/2)\) and \(h\kappa/2\) are positive, and the square root gives

\[
\sinh\!\left(\tfrac{sh}{2}\right)=\tfrac{h\kappa}{2},
\qquad
s=\frac2h\,\operatorname{arsinh}\!\left(\tfrac{h\kappa}{2}\right).
\]

This fixes \(s\) uniquely. Because \(y<\sinh y\) for \(y>0\), setting \(y=sh/2\) gives \(sh/2<h\kappa/2\), hence \(s<\kappa\).

## Other solutions and the limit of a fine grid

The equation contains \(s\) only through \(\sinh^2\), so \(r_j^{-s}\) is a solution as well. Any solution is fixed by its values at \(j=0\) and \(j=1\), because the recurrence then determines every other value in both directions. Matching \(A r_j^s+B r_j^{-s}\) to these values requires

\[
A+B=\varphi_0,\qquad Ae^{sh}+Be^{-sh}=\varphi_1,
\]

which gives

\[
A=\frac{\varphi_1-e^{-sh}\varphi_0}{e^{sh}-e^{-sh}},\qquad
B=\frac{e^{sh}\varphi_0-\varphi_1}{e^{sh}-e^{-sh}} .
\]

The denominators are nonzero because \(sh>0\). These combinations are therefore all the solutions.

Suppose now that \(\varphi_j\to0\) toward the origin, that is, as \(j\to-\infty\). Multiplying the general solution by \(r_j^s\) gives \(\varphi_jr_j^s=Ar_j^{2s}+B\). The left side and the first term on the right both tend to zero, so \(B=0\), and the solution is a multiple of \(r_j^s\).

Finally, \(\operatorname{arsinh}\) has slope one at zero, so \(\frac2h\operatorname{arsinh}(h\kappa/2)\to\kappa\) as \(h\to0\) from above. The continuum exponent is recovered.

For atomic electronic-structure calculations that use this plain second difference on a logarithmic grid, the result concerns the starting values of an outward integration: in the model with the centrifugal term alone, the regular solution grows by a factor \(e^{sh}\) per step, and not by \(e^{\kappa h}\). The formula for \(s\) belongs to this three-point difference; Numerov's method, for example, leads to a different one.

## The grid and its equation in Lean

```lean
import Mathlib

open Filter Topology

namespace LogGridCentrifugal

noncomputable section
```

The radii are a function on the integers, so the grid extends without end toward the origin and toward infinity. The unit of length is chosen so that \(r_0=1\).

```lean
/-- The logarithmic radial grid `r_j = exp (j h)`. -/
def logGrid (h : ℝ) (j : ℤ) : ℝ := Real.exp (j * h)
```

The difference equation is a predicate on a real function `φ` of the grid index. It demands the equation at every integer, with no boundary point. The strength `κ` is any real number here; angular momentum enters later. Potential and energy are absent, so the predicate describes the centrifugal part alone, in exact arithmetic and for this particular three-point stencil.

```lean
/-- The three-point centrifugal equation of strength `κ` on a grid of logarithmic step `h`. -/
def SolvesCentrifugal (h κ : ℝ) (φ : ℤ → ℝ) : Prop :=
  ∀ j : ℤ, (φ (j + 1) - 2 * φ j + φ (j - 1)) / h ^ 2 = κ ^ 2 * φ j
```

The exponent found above receives a name.

```lean
/-- The grid exponent `(2 / h) arsinh (h κ / 2)`. -/
def gridExponent (h κ : ℝ) : ℝ := 2 / h * Real.arsinh (h * κ / 2)
```

## From the second difference to the exponent

A real power of \(r_j\) is rewritten as the exponential \(e^{shj}\), which turns statements about powers into statements about exponentials.

```lean
/-- A power of the radius is an exponential in the grid index. -/
theorem logGrid_rpow (h s : ℝ) (j : ℤ) :
    logGrid h j ^ s = Real.exp (s * h * j) := by
  unfold logGrid
  rw [← Real.exp_mul]
  congr 1
  ring
```

The next lemma is the second-difference identity. The equations `e1` and `e2` split the neighbouring values into the central value times \(e^{\pm sh/2}\) squared, and `e3` says that \(e^{sh/2}e^{-sh/2}=1\). After \(\sinh\) is written out in exponentials, `linear_combination` combines these into the result.

```lean
/-- The second difference of `r ^ s` on the grid is `4 sinh² (s h / 2)` times `r ^ s`. -/
theorem second_difference_power (h s : ℝ) (j : ℤ) :
    logGrid h (j + 1) ^ s - 2 * logGrid h j ^ s + logGrid h (j - 1) ^ s
      = 4 * Real.sinh (s * h / 2) ^ 2 * logGrid h j ^ s := by
  simp only [logGrid_rpow]
  have e1 : Real.exp (s * h * ((j + 1 : ℤ) : ℝ)) = Real.exp (s * h * j) *
      (Real.exp (s * h / 2) * Real.exp (s * h / 2)) := by
    rw [← Real.exp_add, ← Real.exp_add]
    congr 1
    push_cast
    ring
  have e2 : Real.exp (s * h * ((j - 1 : ℤ) : ℝ)) = Real.exp (s * h * j) *
      (Real.exp (-(s * h / 2)) * Real.exp (-(s * h / 2))) := by
    rw [← Real.exp_add, ← Real.exp_add]
    congr 1
    push_cast
    ring
  have e3 : Real.exp (s * h / 2) * Real.exp (-(s * h / 2)) = 1 := by
    rw [← Real.exp_add, add_neg_cancel, Real.exp_zero]
  rw [e1, e2, Real.sinh_eq]
  linear_combination 2 * Real.exp (s * h * j) * e3
```

The equivalence between solving the equation and having the right exponent follows. In the forward direction the equation at \(j=0\) suffices: the nonzero factor \(r_0^s\) is cancelled to give `hsq`, the equality of squares, and positivity turns it into `hsinh`. Applying \(\operatorname{arsinh}\) isolates \(s\). In the reverse direction the exponent is substituted into the second-difference identity at an arbitrary \(j\).

```lean
/-- For positive `h`, `κ` and `s`, the power `r ^ s` solves the grid equation exactly when
`s` is the grid exponent. -/
theorem power_solves_iff {h κ s : ℝ} (hh : 0 < h) (hκ : 0 < κ) (hs : 0 < s) :
    SolvesCentrifugal h κ (fun j => logGrid h j ^ s) ↔ s = gridExponent h κ := by
  constructor
  · intro H
    have H0 := H 0
    simp only [second_difference_power] at H0
    rw [div_eq_iff (pow_ne_zero 2 hh.ne')] at H0
    have hpos : logGrid h 0 ^ s ≠ 0 := by
      rw [logGrid_rpow]
      exact (Real.exp_pos _).ne'
    have hsq : Real.sinh (s * h / 2) ^ 2 = (h * κ / 2) ^ 2 := by
      apply mul_right_cancel₀ hpos
      linear_combination H0 / 4
    -- both sides are positive, so the squares can be removed
    have hsinh : Real.sinh (s * h / 2) = h * κ / 2 :=
      (sq_eq_sq₀ (Real.sinh_pos_iff.2 (by positivity)).le (by positivity)).1 hsq
    unfold gridExponent
    rw [← hsinh, Real.arsinh_sinh]
    field_simp
  · intro H j
    have harg : s * h / 2 = Real.arsinh (h * κ / 2) := by
      rw [H]
      unfold gridExponent
      field_simp
    simp only [second_difference_power]
    rw [harg, Real.sinh_arsinh, div_eq_iff (pow_ne_zero 2 hh.ne')]
    ring
```

The bounds use \(y<\sinh y\) with \(y=\operatorname{arsinh}(h\kappa/2)\), and then multiply by the positive number \(2/h\).

```lean
/-- For positive `h` and `κ`, the grid exponent is positive and lies strictly below the continuum
exponent `κ`. -/
theorem gridExponent_bounds {h κ : ℝ} (hh : 0 < h) (hκ : 0 < κ) :
    0 < gridExponent h κ ∧ gridExponent h κ < κ := by
  have hx : 0 < h * κ / 2 := by positivity
  have hy : 0 < Real.arsinh (h * κ / 2) := Real.arsinh_pos_iff.2 hx
  have hlt : Real.arsinh (h * κ / 2) < h * κ / 2 := by
    have := Real.self_lt_sinh_iff.2 hy
    rwa [Real.sinh_arsinh] at this
  unfold gridExponent
  refine ⟨by positivity, ?_⟩
  calc 2 / h * Real.arsinh (h * κ / 2) < 2 / h * (h * κ / 2) :=
        mul_lt_mul_of_pos_left hlt (by positivity)
    _ = κ := by field_simp
```

## Exactly one positive power for each angular momentum

The main theorem takes a real step `h` with `0 < h` and a natural number `l`, and sets the strength to \(l+1/2\), computed in the real numbers. Its first part, written with `∃!`, says that one and only one real \(s\) is both positive and the exponent of a solution. The positivity condition selects the regular power, since \(-s\) also solves the equation. The second part says that every positive exponent of a solution lies strictly below \(l+1/2\). The case \(l=0\) is included: the strength is then \(1/2\), which comes entirely from the change of variables.

The proof supplies the grid exponent as the witness. Uniqueness and the inequality both follow by using the equivalence to identify any other candidate with it.

```lean
/-- For angular momentum `l`, exactly one positive power of the radius solves the grid
equation, and its exponent is smaller than `l + 1/2`. -/
theorem centrifugal_exponent_softened {h : ℝ} (hh : 0 < h) (l : ℕ) :
    (∃! s : ℝ, 0 < s ∧ SolvesCentrifugal h (l + 1 / 2) (fun j => logGrid h j ^ s)) ∧
    ∀ s : ℝ, 0 < s → SolvesCentrifugal h (l + 1 / 2) (fun j => logGrid h j ^ s) →
      s < l + 1 / 2 := by
  have hκ : (0 : ℝ) < l + 1 / 2 := by positivity
  obtain ⟨hpos, hlt⟩ := gridExponent_bounds hh hκ
  refine ⟨⟨gridExponent h (l + 1 / 2), ⟨hpos, (power_solves_iff hh hκ hpos).2 rfl⟩, ?_⟩, ?_⟩
  · rintro t ⟨ht, H⟩
    exact (power_solves_iff hh hκ ht).1 H
  · intro s hs H
    rw [(power_solves_iff hh hκ hs).1 H]
    exact hlt
```

## All solutions on the grid

The first lemma here makes precise that two neighbouring values determine a solution. It treats a recurrence with an arbitrary real coefficient `c` and shows that zeros at \(j=0\) and \(j=1\) force zeros everywhere. The induction carries the pair \(\psi_j=\psi_{j+1}=0\), moving upward in one branch and downward in the other.

```lean
/-- A solution of `ψ (j + 1) - 2 * ψ j + ψ (j - 1) = c * ψ j` that is zero at `j = 0` and `j = 1`
vanishes everywhere. -/
theorem eq_zero_of_two_zeros {c : ℝ} {ψ : ℤ → ℝ}
    (H : ∀ j, ψ (j + 1) - 2 * ψ j + ψ (j - 1) = c * ψ j)
    (h0 : ψ 0 = 0) (h1 : ψ 1 = 0) (j : ℤ) : ψ j = 0 := by
  have key : ψ j = 0 ∧ ψ (j + 1) = 0 := by
    refine Int.induction_on j ?_ ?_ ?_
    · exact ⟨h0, by rw [zero_add]; exact h1⟩
    · intro i ih
      have e := H ((i : ℤ) + 1)
      rw [add_sub_cancel_right] at e
      exact ⟨ih.2, by linear_combination e + (c + 2) * ih.2 - ih.1⟩
    · intro i ih
      have e := H (-(i : ℤ))
      exact ⟨by linear_combination e + (c + 2) * ih.1 - ih.2,
        by rw [sub_add_cancel]; exact ih.1⟩
  exact key.1
```

The general solution is stated as an equivalence: `φ` solves the equation if and only if real amplitudes \(A\) and \(B\) exist that express it through the two powers. The facts `du` and `dv` record that \(r^s\) and \(r^{-s}\) satisfy the recurrence. Given a solution, the proof defines the amplitudes by the formulas derived above and applies the previous lemma to the difference between `φ` and the combination. That difference satisfies the same recurrence and vanishes at the two matching points. The converse is linearity.

```lean
/-- For positive `h` and `κ`, the solutions of the grid equation are exactly the combinations of `r
^ s` and `r ^ (-s)`, with `s` the grid exponent. -/
theorem general_solution {h κ : ℝ} (hh : 0 < h) (hκ : 0 < κ) (φ : ℤ → ℝ) :
    SolvesCentrifugal h κ φ ↔ ∃ A B : ℝ, ∀ j, φ j =
      A * logGrid h j ^ gridExponent h κ + B * logGrid h j ^ (-gridExponent h κ) := by
  have hs := (gridExponent_bounds hh hκ).1
  have hu := (power_solves_iff hh hκ hs).2 rfl
  set s := gridExponent h κ
  have du : ∀ j, logGrid h (j + 1) ^ s - 2 * logGrid h j ^ s + logGrid h (j - 1) ^ s
      = κ ^ 2 * logGrid h j ^ s * h ^ 2 :=
    fun j => (div_eq_iff (pow_ne_zero 2 hh.ne')).1 (hu j)
  have hsq : 4 * Real.sinh (s * h / 2) ^ 2 = κ ^ 2 * h ^ 2 := by
    have e := du 0
    rw [second_difference_power] at e
    have hne : logGrid h 0 ^ s ≠ 0 := by
      rw [logGrid_rpow]
      exact (Real.exp_pos _).ne'
    apply mul_right_cancel₀ hne
    linear_combination e
  have dv : ∀ j, logGrid h (j + 1) ^ (-s) - 2 * logGrid h j ^ (-s) + logGrid h (j - 1) ^ (-s)
      = κ ^ 2 * logGrid h j ^ (-s) * h ^ 2 := by
    intro j
    rw [second_difference_power, show -s * h / 2 = -(s * h / 2) by ring, Real.sinh_neg]
    linear_combination logGrid h j ^ (-s) * hsq
  constructor
  · intro H
    have hqp : Real.exp (s * h) - Real.exp (-s * h) ≠ 0 := by
      have : Real.exp (-s * h) < Real.exp (s * h) :=
        Real.exp_lt_exp.2 (by nlinarith [mul_pos hs hh])
      exact (sub_pos.2 this).ne'
    -- match the two amplitudes to the values at the grid points 0 and 1
    let A := (φ 1 - Real.exp (-s * h) * φ 0) / (Real.exp (s * h) - Real.exp (-s * h))
    let B := (Real.exp (s * h) * φ 0 - φ 1) / (Real.exp (s * h) - Real.exp (-s * h))
    have hA : A * (Real.exp (s * h) - Real.exp (-s * h)) = φ 1 - Real.exp (-s * h) * φ 0 :=
      div_mul_cancel₀ _ hqp
    have hB : B * (Real.exp (s * h) - Real.exp (-s * h)) = Real.exp (s * h) * φ 0 - φ 1 :=
      div_mul_cancel₀ _ hqp
    refine ⟨A, B, fun j => sub_eq_zero.1 ?_⟩
    refine eq_zero_of_two_zeros (c := κ ^ 2 * h ^ 2)
      (ψ := fun j => φ j - (A * logGrid h j ^ s + B * logGrid h j ^ (-s))) ?_ ?_ ?_ j
    · intro i
      have e := (div_eq_iff (pow_ne_zero 2 hh.ne')).1 (H i)
      linear_combination e - A * du i - B * dv i
    · simp only [logGrid_rpow, Int.cast_zero, mul_zero, Real.exp_zero]
      apply mul_right_cancel₀ hqp
      linear_combination -hA - hB
    · simp only [logGrid_rpow, Int.cast_one, mul_one]
      apply mul_right_cancel₀ hqp
      linear_combination -Real.exp (s * h) * hA - Real.exp (-s * h) * hB
  · rintro ⟨A, B, H⟩ j
    rw [div_eq_iff (pow_ne_zero 2 hh.ne'), H (j + 1), H j, H (j - 1)]
    linear_combination A * du j + B * dv j
```

Regularity at the origin is expressed by `Tendsto φ atBot (𝓝 0)`, where `atBot` stands for \(j\to-\infty\). This condition discards \(r_j^{-s}\), which grows without bound toward the nucleus. It restricts \(\varphi\) and does not ensure a finite radial wave function \(u/r=r^{-1/2}\varphi\): for \(l=0\) the retained power has \(s<1/2\), so \(u/r=r^{s-1/2}\) still diverges at the nucleus, though more weakly than for the discarded power. The condition is assumed of `φ`, in addition to the difference equation. In the proof, `hu` shows that \(r_j^s\to0\), and `hconst` shows that \(\varphi_jr_j^s-Ar_j^{2s}\) equals \(B\) at every grid point. The same expression tends to zero, so uniqueness of limits gives \(B=0\).

```lean
/-- For positive `h` and `κ`, every grid solution that vanishes toward the origin is a multiple of
`r ^ s`, with `s` the grid exponent. -/
theorem regular_solution {h κ : ℝ} (hh : 0 < h) (hκ : 0 < κ) {φ : ℤ → ℝ}
    (H : SolvesCentrifugal h κ φ) (hreg : Tendsto φ atBot (𝓝 0)) :
    ∃ A : ℝ, ∀ j, φ j = A * logGrid h j ^ gridExponent h κ := by
  obtain ⟨A, B, hAB⟩ := (general_solution hh hκ φ).1 H
  have hs := (gridExponent_bounds hh hκ).1
  set s := gridExponent h κ
  have hcast : Tendsto (fun j : ℤ => (j : ℝ)) atBot atBot :=
    tendsto_atBot.2 fun b => (eventually_le_atBot ⌊b⌋).mono fun j hj =>
      (Int.cast_le.2 hj).trans (Int.floor_le b)
  have hu : Tendsto (fun j : ℤ => logGrid h j ^ s) atBot (𝓝 0) := by
    simp only [logGrid_rpow]
    exact Real.tendsto_exp_atBot.comp (hcast.const_mul_atBot (mul_pos hs hh))
  -- multiplying by `r ^ s` isolates the amplitude of the irregular solution
  have hlim := (hreg.mul hu).sub ((hu.mul hu).const_mul A)
  have hconst : ∀ j : ℤ, φ j * logGrid h j ^ s
      - A * (logGrid h j ^ s * logGrid h j ^ s) = B := by
    intro j
    have huv : logGrid h j ^ s * logGrid h j ^ (-s) = 1 := by
      rw [logGrid_rpow, logGrid_rpow, ← Real.exp_add,
        show s * h * (j : ℝ) + -s * h * j = 0 by ring, Real.exp_zero]
    rw [hAB j]
    linear_combination B * huv
  have hB : B = 0 := by
    have := tendsto_nhds_unique tendsto_const_nhds (hlim.congr hconst)
    simpa using this
  exact ⟨A, fun j => by rw [hAB j, hB, zero_mul, add_zero]⟩
```

## Recovering the continuum exponent

The last theorem lets the step tend to zero through positive values, written `𝓝[>] 0`, and holds for every real `κ`. The derivative of \(\operatorname{arsinh}(h\kappa/2)\) with respect to \(h\) at zero is \(\kappa/2\). The proof reads this derivative as the limit of a difference quotient and multiplies by two. The theorem concerns the exponent and gives no rate of convergence.

```lean
/-- As the logarithmic step tends to zero through positive values, the grid exponent tends to `κ`.
-/
theorem gridExponent_tendsto (κ : ℝ) :
    Tendsto (fun h => gridExponent h κ) (𝓝[>] 0) (𝓝 κ) := by
  have h1 : HasDerivAt (fun h : ℝ => h * κ / 2) (κ / 2) 0 := by
    simpa using ((hasDerivAt_id' (0 : ℝ)).mul_const κ).div_const 2
  -- the slope of `arsinh (t * κ / 2)` at `t = 0` is `κ / 2`
  have h2 : Tendsto (fun t : ℝ => t⁻¹ * Real.arsinh (t * κ / 2)) (𝓝[≠] 0) (𝓝 (κ / 2)) := by
    simpa using hasDerivAt_iff_tendsto_slope_zero.1 h1.arsinh
  have h3 := h2.const_mul 2
  rw [show 2 * (κ / 2) = κ by ring] at h3
  refine (h3.mono_left (nhdsWithin_mono _ fun x hx => ne_of_gt hx)).congr fun t => ?_
  unfold gridExponent
  ring

end

end LogGridCentrifugal
```

```lean
#print axioms LogGridCentrifugal.centrifugal_exponent_softened
#print axioms LogGridCentrifugal.regular_solution
#print axioms LogGridCentrifugal.gridExponent_tendsto
```

```
'LogGridCentrifugal.centrifugal_exponent_softened' depends on axioms: [propext, Classical.choice, Quot.sound]
'LogGridCentrifugal.regular_solution' depends on axioms: [propext, Classical.choice, Quot.sound]
'LogGridCentrifugal.gridExponent_tendsto' depends on axioms: [propext, Classical.choice, Quot.sound]
```
